# Orbital energies of a nearest-neighbour ring with overlap |s| < 1/2

If the overlap between neighbouring orbitals on a ring is ignored, the orbital energies generally come out wrong: with on-site energy 0, coupling −1 and neighbour overlap 1/4, the highest level of a four-site ring lies at 4, not at 2. The file below gives every energy in closed form for rings of at least three identical sites with one normalised orbital per site, where only nearest neighbours couple and overlap, with the same real coupling and the same real overlap, below 1/2 in magnitude, on every bond.

```lean
import Mathlib

open Matrix

namespace RingOverlapBand

noncomputable section

/-- The matrix of a ring of `N` sites with on-site value `d` and nearest-neighbour value `o`. -/
def ringMatrix (N : ℕ) (d o : ℝ) : Matrix (ZMod N) (ZMod N) ℂ := fun i j =>
  if j = i then (d : ℂ) else if j = i + 1 ∨ j = i - 1 then (o : ℂ) else 0

/-- The Bloch vector with amplitude `exp (2 π i k j / N)` on site `j`. -/
def bloch (N : ℕ) (k : ℤ) : ZMod N → ℂ := fun j =>
  Complex.exp (2 * Real.pi * Complex.I * k * (j.val : ℂ) / N)

/-- The Bloch sum `d + 2 o cos (2 π k / N)` of on-site and nearest-neighbour values. -/
def blochSum (N : ℕ) (d o : ℝ) (k : ℤ) : ℝ :=
  d + 2 * o * Real.cos (2 * Real.pi * k / N)

/-- The band energy `(a + 2 b cos (2 π k / N)) / (1 + 2 s cos (2 π k / N))`. -/
def bandEnergy (N : ℕ) (a b s : ℝ) (k : ℤ) : ℝ :=
  blochSum N a b k / blochSum N 1 s k

variable {N : ℕ} [NeZero N]

/-- On a ring of at least three sites, the matrix couples each amplitude to itself and to its
two neighbours. -/
theorem ringMatrix_mulVec (hN : 3 ≤ N) (d o : ℝ) (c : ZMod N → ℂ) (i : ZMod N) :
    (ringMatrix N d o *ᵥ c) i = d * c i + o * (c (i + 1) + c (i - 1)) := by
  have h1 : (1 : ZMod N) ≠ 0 := by
    intro h
    have h' : ((1 : ℕ) : ZMod N) = 0 := by exact_mod_cast h
    rw [CharP.cast_eq_zero_iff (ZMod N) N] at h'
    have := Nat.le_of_dvd (by norm_num) h'
    omega
  have h2 : (2 : ZMod N) ≠ 0 := by
    intro h
    have h' : ((2 : ℕ) : ZMod N) = 0 := by exact_mod_cast h
    rw [CharP.cast_eq_zero_iff (ZMod N) N] at h'
    have := Nat.le_of_dvd (by norm_num) h'
    omega
  -- the site and its two neighbours are three different sites
  have entry : ∀ j, ringMatrix N d o i j = (if j = i then (d : ℂ) else 0)
      + (if j = i + 1 then (o : ℂ) else 0) + (if j = i - 1 then (o : ℂ) else 0) := by
    intro j
    have hA : j = i → ¬ j = i + 1 := fun p q => h1 (by linear_combination p - q)
    have hB : j = i → ¬ j = i - 1 := fun p q => h1 (by linear_combination q - p)
    have hC : j = i + 1 → ¬ j = i - 1 := fun p q => h2 (by linear_combination q - p)
    unfold ringMatrix
    by_cases p : j = i
    · rw [if_pos p, if_pos p, if_neg (hA p), if_neg (hB p), add_zero, add_zero]
    · by_cases q : j = i + 1
      · rw [if_neg p, if_neg p, if_pos (Or.inl q), if_pos q, if_neg (hC q), zero_add, add_zero]
      · by_cases r : j = i - 1
        · rw [if_neg p, if_neg p, if_pos (Or.inr r), if_neg q, if_pos r, zero_add, zero_add]
        · rw [if_neg p, if_neg p, if_neg (not_or.mpr ⟨q, r⟩), if_neg q, if_neg r, add_zero,
            add_zero]
  change ∑ j, ringMatrix N d o i j * c j = _
  simp only [entry, add_mul, ite_mul, zero_mul, Finset.sum_add_distrib, Finset.sum_ite_eq',
    Finset.mem_univ, if_true]
  ring

/-- The Bloch phase is a character of the cyclic group of sites. -/
theorem bloch_eq_char (k : ℤ) (j : ZMod N) :
    bloch N k j = ZMod.stdAddChar ((k : ZMod N) * j) := by
  have h : (k : ZMod N) * j = ((k * (j.val : ℤ) : ℤ) : ZMod N) := by
    rw [Int.cast_mul, Int.cast_natCast, ZMod.natCast_zmod_val]
  unfold bloch
  rw [h, ZMod.stdAddChar_coe, Int.cast_mul, Int.cast_natCast]
  congr 1
  ring

/-- The two neighbouring Bloch amplitudes add up to `2 cos (2 π k / N)` times the central one. -/
theorem bloch_neighbours (k : ℤ) (j : ZMod N) :
    bloch N k (j + 1) + bloch N k (j - 1)
      = 2 * (Real.cos (2 * Real.pi * k / N) : ℂ) * bloch N k j := by
  have hp : ZMod.stdAddChar (k : ZMod N)
      = Complex.exp ((2 * Real.pi * k / N) * Complex.I) := by
    rw [ZMod.stdAddChar_coe]
    congr 1
    ring
  have hm : ZMod.stdAddChar (-(k : ZMod N))
      = Complex.exp (-(2 * Real.pi * k / N) * Complex.I) := by
    rw [← Int.cast_neg, ZMod.stdAddChar_coe, Int.cast_neg]
    congr 1
    ring
  have hc : 2 * (Real.cos (2 * Real.pi * k / N) : ℂ)
      = Complex.exp ((2 * Real.pi * k / N) * Complex.I)
        + Complex.exp (-(2 * Real.pi * k / N) * Complex.I) := by
    push_cast
    rw [Complex.cos]
    ring
  rw [bloch_eq_char, bloch_eq_char, bloch_eq_char, hc, ← hp, ← hm,
    show (k : ZMod N) * (j + 1) = k + k * j by ring,
    show (k : ZMod N) * (j - 1) = -k + k * j by ring,
    AddChar.map_add_eq_mul, AddChar.map_add_eq_mul]
  ring

/-- On a ring of at least three sites, the ring matrix multiplies a Bloch vector by its Bloch sum.
-/
theorem ringMatrix_mulVec_bloch (hN : 3 ≤ N) (d o : ℝ) (k : ℤ) :
    ringMatrix N d o *ᵥ bloch N k = (blochSum N d o k : ℂ) • bloch N k := by
  ext i
  rw [ringMatrix_mulVec hN, bloch_neighbours]
  simp only [blochSum, Pi.smul_apply, smul_eq_mul]
  push_cast
  ring

omit [NeZero N] in
/-- For `|s| < 1/2` the Bloch sum of the overlap matrix is positive. -/
theorem overlap_blochSum_pos {s : ℝ} (hs : |s| < 1 / 2) (k : ℤ) : 0 < blochSum N 1 s k := by
  unfold blochSum
  have h : |s * Real.cos (2 * Real.pi * k / N)| ≤ |s| := by
    rw [abs_mul]
    exact mul_le_of_le_one_right (abs_nonneg _) (Real.abs_cos_le_one _)
  have h' := neg_abs_le (s * Real.cos (2 * Real.pi * k / N))
  linarith

/-- For `N ≥ 3` and `|s| < 1/2`, the Bloch vector is nonzero and solves `H c = e S c` on the ring,
with `e` the band energy. -/
theorem bloch_solves (hN : 3 ≤ N) (a b : ℝ) {s : ℝ} (hs : |s| < 1 / 2) (k : ℤ) :
    bloch N k ≠ 0 ∧ ringMatrix N a b *ᵥ bloch N k
      = (bandEnergy N a b s k : ℂ) • (ringMatrix N 1 s *ᵥ bloch N k) := by
  constructor
  · intro h
    exact Complex.exp_ne_zero _ (congrFun h 0)
  · rw [ringMatrix_mulVec_bloch hN, ringMatrix_mulVec_bloch hN, smul_smul,
      ← Complex.ofReal_mul, bandEnergy, div_mul_cancel₀ _ (overlap_blochSum_pos hs k).ne']

/-- For `N ≥ 3`, the product (without conjugation) of a Bloch vector with `M c`, where `M` is a ring
matrix, is the Bloch sum of `M` times its product with `c`. -/
theorem bloch_dot_ringMatrix (hN : 3 ≤ N) (d o : ℝ) (k : ℤ) (c : ZMod N → ℂ) :
    bloch N k ⬝ᵥ (ringMatrix N d o *ᵥ c) = blochSum N d o k * (bloch N k ⬝ᵥ c) := by
  have hT : (ringMatrix N d o)ᵀ = ringMatrix N d o := by
    ext i j
    have h : ∀ x y : ZMod N, (x = y + 1 ∨ x = y - 1) → (y = x + 1 ∨ y = x - 1) := by
      rintro x y (h | h)
      · exact Or.inr (by rw [h]; ring)
      · exact Or.inl (by rw [h]; ring)
    exact if_congr eq_comm rfl (if_congr ⟨h i j, h j i⟩ rfl rfl)
  rw [Matrix.dotProduct_mulVec, ← Matrix.mulVec_transpose, hT, ringMatrix_mulVec_bloch hN,
    smul_dotProduct, smul_eq_mul]

/-- A nonzero vector on the ring has a nonzero component along some Bloch wave. -/
theorem exists_bloch_component {c : ZMod N → ℂ} (hc : c ≠ 0) :
    ∃ k : ℤ, 0 ≤ k ∧ k < N ∧ bloch N k ⬝ᵥ c ≠ 0 := by
  by_contra! h
  -- otherwise the discrete Fourier transform of `c` vanishes
  have h0 : ZMod.dft c = 0 := by
    funext q
    have hq := h (((-q).val : ℕ) : ℤ) (Int.natCast_nonneg _)
      (by exact_mod_cast ZMod.val_lt (-q))
    rw [ZMod.dft_apply]
    refine Eq.trans (Finset.sum_congr rfl fun j _ => ?_) hq
    rw [bloch_eq_char, smul_eq_mul, Int.cast_natCast, ZMod.natCast_zmod_val,
      show -(j * q) = -q * j by ring]
  exact hc (ZMod.dft.injective (h0.trans (map_zero _).symm))

/-- For `N ≥ 3` and `|s| < 1/2`, the equation `H c = e S c` has a nonzero solution exactly when `e`
is one of the band energies with `0 ≤ k < N`. -/
theorem ring_spectrum (hN : 3 ≤ N) (a b : ℝ) {s : ℝ} (hs : |s| < 1 / 2) (e : ℂ) :
    (∃ c : ZMod N → ℂ, c ≠ 0 ∧ ringMatrix N a b *ᵥ c = e • (ringMatrix N 1 s *ᵥ c))
      ↔ ∃ k : ℤ, 0 ≤ k ∧ k < N ∧ e = bandEnergy N a b s k := by
  constructor
  · rintro ⟨c, hc, hce⟩
    obtain ⟨k, hk0, hkN, hk⟩ := exists_bloch_component hc
    refine ⟨k, hk0, hkN, ?_⟩
    -- project the equation on the Bloch vector and cancel the component of `c`
    have h := congrArg (fun v => bloch N k ⬝ᵥ v) hce
    simp only [dotProduct_smul, bloch_dot_ringMatrix hN, smul_eq_mul] at h
    have h' : e * (blochSum N 1 s k : ℂ) = blochSum N a b k :=
      mul_right_cancel₀ hk (by linear_combination -h)
    rw [bandEnergy, Complex.ofReal_div,
      eq_div_iff (Complex.ofReal_ne_zero.mpr (overlap_blochSum_pos hs k).ne')]
    exact h'
  · rintro ⟨k, -, -, rfl⟩
    exact ⟨bloch N k, bloch_solves hN a b hs k⟩

/-- At `s = 1/2` on a ring with an even number `N = 2 m ≥ 4` of sites, the overlap matrix
annihilates the Bloch vector with `k = m`. -/
theorem overlap_singular_at_half (hN : 3 ≤ N) (m : ℕ) (hm : N = 2 * m) :
    ringMatrix N 1 (1 / 2) *ᵥ bloch N m = 0 := by
  have hm0 : (m : ℝ) ≠ 0 := by
    have : m ≠ 0 := by omega
    exact_mod_cast this
  have hN' : (N : ℝ) = 2 * m := by exact_mod_cast hm
  have harg : 2 * Real.pi * ((m : ℤ) : ℝ) / N = Real.pi := by
    rw [Int.cast_natCast, hN']
    field_simp
  have h0 : blochSum N 1 (1 / 2) m = 0 := by
    unfold blochSum
    rw [harg, Real.cos_pi]
    norm_num
  rw [ringMatrix_mulVec_bloch hN, h0, Complex.ofReal_zero, zero_smul]

end

end RingOverlapBand
```

```lean
#print axioms RingOverlapBand.ring_spectrum
#print axioms RingOverlapBand.overlap_singular_at_half
```

```
'RingOverlapBand.ring_spectrum' depends on axioms: [propext, Classical.choice, Quot.sound]
'RingOverlapBand.overlap_singular_at_half' depends on axioms: [propext, Classical.choice, Quot.sound]
```

The sites are the elements of `ZMod N`, so site $N-1$ is followed by site $0$. The matrix `ringMatrix N d o` has $d$ on the diagonal and $o$ between neighbours. The Hamiltonian is $H$ = `ringMatrix N a b` and the overlap matrix is $S$ = `ringMatrix N 1 s`, with real $a$, $b$, $s$ and normalised orbitals. The vector `bloch N k` has components $v_j = \mathrm{e}^{\mathrm{i}\theta j}$ with $\theta = 2\pi k/N$, where roman $\mathrm{i}$ is the imaginary unit, roman $\mathrm{e}$ is the base of the exponential function and $k$ is any integer.

The theorem `bloch_solves` says that, for $N \ge 3$ and $|s| < 1/2$, this vector is nonzero and satisfies $Hv = e\,Sv$ with

$$e = \frac{a + 2b\cos\theta}{1 + 2s\cos\theta}.$$

The theorem `ring_spectrum` adds that a complex number $e$ admits a nonzero solution of $Hc = e\,Sc$ exactly when it is one of these values with $0 \le k < N$. It identifies the set of energies, not their multiplicities.

To derive the formula, let $M$ be a ring matrix with values $d$ and $o$. For $N \ge 3$ a site and its two neighbours are three different sites, so

$$(Mc)_i = d\,c_i + o\,(c_{i+1} + c_{i-1}).$$

This is `ringMatrix_mulVec`; its proof shows that $1$ and $2$ are nonzero in `ZMod N` and then splits the matrix entry into three separate terms. On two sites both neighbours would be the same site.

Since $\mathrm{e}^{\mathrm{i}\theta N} = \mathrm{e}^{2\pi\mathrm{i}k} = 1$, the phase also continues correctly from the last site to the first. Hence

$$v_{j+1} + v_{j-1} = (\mathrm{e}^{\mathrm{i}\theta} + \mathrm{e}^{-\mathrm{i}\theta})\,v_j = 2\cos\theta\,v_j.$$

In Lean, `bloch_eq_char` identifies the phase with an additive character of `ZMod N`, which takes care of the closure, and `bloch_neighbours` adds the two exponentials. Inserting the sum gives $Mv = (d + 2o\cos\theta)\,v$, which is `ringMatrix_mulVec_bloch`.

Write $A_k = a + 2b\cos\theta$ and $B_k = 1 + 2s\cos\theta$, so that $Hv = A_k v$ and $Sv = B_k v$. Because $|\cos\theta| \le 1$, we have $B_k \ge 1 - 2|s| > 0$ (`overlap_blochSum_pos`). Division is therefore allowed, and $Hv = (A_k/B_k)\,B_k v = e\,Sv$.

Physically, $|s| < 1/2$ ensures that every Bloch combination of the orbitals has positive squared norm, $v^\dagger S v = N B_k$. The normalised orbital has coefficients $v_j/\sqrt{N B_k}$. At $s = 1/2$ on an even ring, `overlap_singular_at_half` shows that $S$ annihilates the alternating vector with $k = N/2$, so the basis is linearly dependent there.

For the converse, suppose $Hc = e\,Sc$ with $c \ne 0$, and multiply from the left by $v^{T}$, without complex conjugation. Ring matrices are symmetric, so $v^{T}Mc = (Mv)^{T}c$ (`bloch_dot_ringMatrix`), and the equation becomes

$$A_k\,(v^{T}c) = e\,B_k\,(v^{T}c).$$

Some $k$ with $0 \le k < N$ has $v^{T}c \ne 0$. These products are the discrete Fourier coefficients of $c$, up to the order of $k$, and if all of them vanished, Fourier inversion would give $c = 0$. The lemma `exists_bloch_component` uses the injectivity of `ZMod.dft` for this. Cancelling $v^{T}c$ leaves $e = A_k/B_k$, which also shows that $e$ is real.

For the four-site ring of the opening, $a = 0$, $b = -1$ and $s = 1/4$:

| $k$ | $\cos\theta$ | $A_k$ | $B_k$ | $e$ |
|---|---|---|---|---|
| 0 | 1 | −2 | 3/2 | −4/3 |
| 1, 3 | 0 | 0 | 1 | 0 |
| 2 | −1 | 2 | 1/2 | 4 |

Without overlap the levels would be −2, 0, 0 and 2. In this example the overlap compresses the lower half of the spectrum and stretches the upper half.

Within this non-interacting model with nearest-neighbour terms only, the formula provides exact values against which a generalised eigenvalue solver for a non-orthogonal basis can be compared. The parameters $a$, $b$ and $s$ are given numbers, not computed from actual orbitals.
